# A preconditioner that commutes with the symmetry keeps nonzero residual iterates at or above their sector's lowest level

## An odd state that sinks too low

Suppose we want the lowest odd state of a system whose ground state is even. We start an iterative eigensolver from an odd vector and trust that its energy estimate stays above the level we seek. A preconditioner that mixes parities can destroy this bound in one step.

Take one even orbital at energy $-5$ and two odd orbitals at energy $0$, coupled to each other by $1$, all orthonormal:

$$H=\begin{pmatrix}-5&0&0\\0&0&1\\0&1&0\end{pmatrix},\qquad K=\begin{pmatrix}2&0&1\\0&1&0\\1&0&1\end{pmatrix}.$$

The odd levels are $\pm1$. The odd vector $v=(0,1,0)$ has energy $0$ and residual $Hv=(0,0,1)$. The preconditioner $K$ is Hermitian and positive definite, but it turns this residual into $(1,0,1)$. The step $v-KHv=(-1,1,-1)$ has energy $-7/3$, well below the lowest odd level $-1$.

If $K$ commutes with the symmetry, and $H$ and the overlap do too, this cannot happen.

## Levels and updates with an overlap matrix

With ultrasoft pseudopotentials the one-electron equation is a generalized eigenvalue problem, $Hw=eSw$. The overlap $S$ contains the augmentation charge that the smooth wavefunctions lack. We assume that $S$ is positive definite: every nonzero smooth wavefunction must represent a positive total charge. The augmentation terms can have either sign, so this is a condition on the pseudopotential and basis.

Write $\langle x,y\rangle=\sum_i \overline{x_i}\,y_i$. The Rayleigh quotient of a nonzero vector is

$$\rho(x)=\frac{\langle x,Hx\rangle}{\langle x,Sx\rangle}.$$

A matrix $U$ represents the symmetry, and its sector with label $\chi$ consists of all $x$ with $Ux=\chi x$. For inversion, $\chi=1$ is the even sector and $\chi=-1$ the odd one. A sector level is a real $e$ for which $Hw=eSw$ has a nonzero solution $w$ in the sector.

Starting from $x_0=v$, with a preconditioner $K$, steps $a_k$ and energy shifts $t_k$ (any complex numbers), the solver computes

$$x_{k+1}=x_k+a_kK(H-t_kS)x_k .$$

**Result.** Let $H$ be Hermitian, $S$ positive definite, and let $U$ commute with $H$, $S$ and $K$. If $v\neq0$ and $Uv=\chi v$, then the sector has a lowest level $e$. Every $x_k$ lies in the sector, and $\rho(x_k)\ge e$ whenever $x_k\ne0$.

For a fixed Hamiltonian in a finite basis, the energy of such an iterate is therefore an upper bound to the lowest level of the chosen symmetry, even when other sectors have lower levels.

## The iterates keep their symmetry

If $U$ commutes with a matrix $A$ and $Ux=\chi x$, then $U(Ax)=A(Ux)=\chi Ax$. Apply this first to $H-t_kS$ and then to $K$. The correction lies in the sector, so

$$Ux_{k+1}=\chi x_k+a_k\chi K(H-t_kS)x_k=\chi x_{k+1}.$$

Induction on $k$ gives the claim for all iterates.

## The minimum over the sector is a level

The quotient $\rho$ does not change when $x$ is rescaled, so it is enough to consider sector vectors of norm one. They form a closed and bounded set in finite dimension, nonempty because $v$ can be normalised. The continuous function $\rho$ has a minimum $e=\rho(w)$ there, and rescaling gives $\rho(x)\ge e$ for every nonzero sector vector.

To see that $w$ is an eigenvector, put $A=H-eS$. On the sector,

$$\langle x,Ax\rangle=\langle x,Hx\rangle-e\langle x,Sx\rangle\ge0,\qquad \langle w,Aw\rangle=0 .$$

Let $r=Aw$, which again lies in the sector, and set $N=\langle r,r\rangle$ and $Q=\langle r,Ar\rangle\ge0$. Since $A$ is Hermitian, $\langle w,Ar\rangle=\langle Aw,r\rangle=N$. For real $s$ this gives

$$0\le\langle w+sr,A(w+sr)\rangle=2sN+s^2Q .$$

Choose $s=-N/(Q+1)$, so that $N=-s(Q+1)$. The right-hand side becomes $-s^2(Q+2)$, which forces $s=0$. Then $N=0$, hence $r=0$ and $Hw=eSw$.

Finally, if $Hx=e'Sx$ with $x\ne0$ in the sector, then $e'=\rho(x)\ge e$. So $e$ is the lowest sector level, and the bound applies to every nonzero iterate.

## One step in a plane-wave code

Consider an inversion-symmetric crystal at $\mathbf k=0$, with the origin at an inversion centre. An odd wavefunction has plane-wave coefficients with $c(-\mathbf G)=-c(\mathbf G)$ for every reciprocal-lattice vector $\mathbf G$ in the basis. A code that uses the simple update above applies $H$ and $S$ to $x_k$, sets $t_k=\rho(x_k)$ and forms the residual $Hx_k-t_kSx_k$. Suppose it then multiplies each component by a fixed function of the kinetic energy $|\mathbf G|^2/2$ (in atomic units), which is the same for $\mathbf G$ and $-\mathbf G$. This diagonal $K$ therefore commutes with inversion. The step $a_k$ may come from a line search.

## The upper end of the sector

Applying the minimum argument to $-H$ shows that the sector also has a highest level, and that $\rho(x_k)$ never exceeds it. The file below contains neither this upper bound nor the opening three-orbital example.

## The Lean file

```lean
import Mathlib

open Matrix
open scoped ComplexOrder

namespace SymmetrySectorEigensolver

noncomputable section

variable {n : Type*} [Fintype n]

/-- The real part of the expectation value `⟨x, A x⟩`. -/
def form (A : Matrix n n ℂ) (x : n → ℂ) : ℝ := (star x ⬝ᵥ A *ᵥ x).re

/-- The generalized Rayleigh quotient `⟨x, H x⟩ / ⟨x, S x⟩`, meant for Hermitian `H`, positive
definite `S` and nonzero `x`. -/
def rayleigh (H S : Matrix n n ℂ) (x : n → ℂ) : ℝ := form H x / form S x

/-- The vector `x` lies in the symmetry sector `U x = χ x`. -/
def InSector (U : Matrix n n ℂ) (χ : ℂ) (x : n → ℂ) : Prop := U *ᵥ x = χ • x

/-- The real number `e` is a generalized level, `H w = e S w`, with a nonzero eigenvector `w`
in the sector `U w = χ w`. -/
def IsSectorLevel (H S U : Matrix n n ℂ) (χ : ℂ) (e : ℝ) : Prop :=
  ∃ w : n → ℂ, w ≠ 0 ∧ InSector U χ w ∧ H *ᵥ w = (e : ℂ) • (S *ᵥ w)

/-- One preconditioned residual update, `x + a K (H - t S) x`. -/
def update (H S K : Matrix n n ℂ) (a t : ℂ) (x : n → ℂ) : n → ℂ :=
  x + a • (K *ᵥ ((H - t • S) *ᵥ x))

/-- The iterates from `v`, with step `a k` and energy shift `t k` in update `k`. -/
def iterates (H S K : Matrix n n ℂ) (a t : ℕ → ℂ) (v : n → ℂ) : ℕ → n → ℂ
  | 0 => v
  | k + 1 => update H S K (a k) (t k) (iterates H S K a t v k)

/-- A matrix that commutes with `U` maps each symmetry sector of `U` into itself. -/
theorem mulVec_inSector {U A : Matrix n n ℂ} {χ : ℂ} {x : n → ℂ}
    (h : Commute U A) (hx : InSector U χ x) : InSector U χ (A *ᵥ x) := by
  unfold InSector at *
  rw [Matrix.mulVec_mulVec, h.eq, ← Matrix.mulVec_mulVec, hx, Matrix.mulVec_smul]

/-- If `U` commutes with `H`, `S` and `K`, every iterate stays in the sector of the starting
vector. -/
theorem iterates_inSector {H S K U : Matrix n n ℂ} {χ : ℂ} {v : n → ℂ}
    (hUH : Commute U H) (hUS : Commute U S) (hUK : Commute U K)
    (hv : InSector U χ v) (a t : ℕ → ℂ) (k : ℕ) : InSector U χ (iterates H S K a t v k) := by
  induction k with
  | zero => exact hv
  | succ k ih =>
    have h := mulVec_inSector hUK (mulVec_inSector (hUH.sub_right (hUS.smul_right (t k))) ih)
    unfold InSector at *
    rw [iterates, update, Matrix.mulVec_add, Matrix.mulVec_smul, h, ih, smul_add,
      smul_comm (a k) χ]

/-- If a Hermitian `A` commuting with `U` has nonnegative expectation values on a sector of `U`,
then a sector vector with zero expectation value is annihilated by `A`. -/
theorem stationary_in_sector {A U : Matrix n n ℂ} {χ : ℂ} {w : n → ℂ}
    (hA : A.IsHermitian) (hUA : Commute U A) (hw : InSector U χ w)
    (hpos : ∀ x, InSector U χ x → 0 ≤ form A x) (h0 : form A w = 0) : A *ᵥ w = 0 := by
  have hr := mulVec_inSector hUA hw
  have hQ := hpos _ hr
  have hsym : star w ⬝ᵥ A *ᵥ (A *ᵥ w) = star (A *ᵥ w) ⬝ᵥ (A *ᵥ w) := by
    rw [Matrix.star_mulVec, hA.eq, Matrix.dotProduct_mulVec (star w) A (A *ᵥ w)]
  -- the expectation value along the gradient direction `A w`
  have hexp : ∀ s : ℝ, form A (w + (s : ℂ) • (A *ᵥ w)) = form A w
      + 2 * s * (star (A *ᵥ w) ⬝ᵥ (A *ᵥ w)).re + s ^ 2 * form A (A *ᵥ w) := by
    intro s
    simp only [form, star_add, star_smul, Matrix.mulVec_add, Matrix.mulVec_smul,
      add_dotProduct, dotProduct_add, smul_dotProduct, dotProduct_smul, hsym, smul_eq_mul,
      Complex.star_def, Complex.conj_ofReal, Complex.add_re, Complex.re_ofReal_mul]
    ring
  have hnn : ∀ s : ℝ, 0 ≤ form A (w + (s : ℂ) • (A *ᵥ w)) := by
    intro s
    apply hpos
    unfold InSector at *
    rw [Matrix.mulVec_add, Matrix.mulVec_smul, hr, hw, smul_add, smul_comm (s : ℂ) χ]
  have hzero : ∀ r : n → ℂ, (star r ⬝ᵥ r).re = 0 → r = 0 := by
    intro r h
    have hs : ∑ i, Complex.normSq (r i) = 0 := by
      rw [← h]
      simp [dotProduct, Complex.normSq_apply]
    funext i
    exact Complex.normSq_eq_zero.mp ((Finset.sum_eq_zero_iff_of_nonneg
      (fun i _ => Complex.normSq_nonneg (r i))).mp hs i (Finset.mem_univ i))
  apply hzero
  -- a short step downhill would make the expectation value negative
  generalize (star (A *ᵥ w) ⬝ᵥ (A *ᵥ w)).re = N at hexp ⊢
  generalize form A (A *ᵥ w) = Q at hexp hQ
  have hQ1 : Q + 1 ≠ 0 := by positivity
  obtain ⟨s, hs⟩ : ∃ s : ℝ, N = -(s * (Q + 1)) := ⟨-N / (Q + 1), by field_simp⟩
  have key := hnn s
  rw [hexp, h0, hs] at key
  have hs2 : s ^ 2 ≤ 0 := by nlinarith [mul_nonneg (sq_nonneg s) hQ]
  have hs0 : s = 0 := by simpa using le_antisymm hs2 (sq_nonneg s)
  rw [hs, hs0]
  ring

/-- For Hermitian `H` and positive definite `S` commuting with `U`, a sector of `U` with a nonzero
vector has a lowest level, which bounds the Rayleigh quotient of its nonzero vectors from below. -/
theorem exists_lowest_sector_level {H S U : Matrix n n ℂ} {χ : ℂ} {v : n → ℂ}
    (hH : H.IsHermitian) (hS : S.PosDef) (hUH : Commute U H) (hUS : Commute U S)
    (hv0 : v ≠ 0) (hv : InSector U χ v) :
    ∃ e : ℝ, IsLeast {e | IsSectorLevel H S U χ e} e ∧
      ∀ x, x ≠ 0 → InSector U χ x → e ≤ rayleigh H S x := by
  have hSpos : ∀ x : n → ℂ, x ≠ 0 → 0 < form S x := fun x hx => by
    simpa [form] using (Complex.lt_def.mp (hS.dotProduct_mulVec_pos hx)).1
  have hcont : ∀ A : Matrix n n ℂ, Continuous (form A) := fun A => by
    have h : Continuous fun x : n → ℂ => star x ⬝ᵥ A *ᵥ x := by
      simp only [Matrix.mulVec, dotProduct, Pi.star_apply]
      fun_prop
    exact Complex.continuous_re.comp h
  have hC : IsCompact (Metric.sphere (0 : n → ℂ) 1 ∩ {x | U *ᵥ x = χ • x}) :=
    (isCompact_sphere _ _).inter_right (isClosed_eq
      (Continuous.matrix_mulVec continuous_const continuous_id) (continuous_const_smul χ))
  -- normalization keeps the sector and the Rayleigh quotient
  have hnorm : ∀ x : n → ℂ, x ≠ 0 → InSector U χ x →
      ∃ y ∈ Metric.sphere (0 : n → ℂ) 1 ∩ {x | U *ᵥ x = χ • x},
        rayleigh H S y = rayleigh H S x := by
    intro x hx hxs
    have hn : ‖x‖ ≠ 0 := norm_ne_zero_iff.mpr hx
    have hsc : ∀ A : Matrix n n ℂ,
        form A (((‖x‖⁻¹ : ℝ) : ℂ) • x) = (‖x‖⁻¹ * ‖x‖⁻¹) * form A x := by
      intro A
      simp only [form, star_smul, Matrix.mulVec_smul, smul_dotProduct, dotProduct_smul,
        smul_eq_mul, Complex.star_def, Complex.conj_ofReal, Complex.re_ofReal_mul]
      ring
    refine ⟨((‖x‖⁻¹ : ℝ) : ℂ) • x, ⟨?_, ?_⟩, ?_⟩
    · rw [mem_sphere_zero_iff_norm, norm_smul, Complex.norm_real, norm_inv, norm_norm,
        inv_mul_cancel₀ hn]
    · change U *ᵥ _ = _
      rw [Matrix.mulVec_smul, hxs, smul_comm]
    · rw [rayleigh, hsc, hsc, mul_div_mul_left _ _ (mul_ne_zero (inv_ne_zero hn)
        (inv_ne_zero hn)), rayleigh]
  obtain ⟨y, hy, -⟩ := hnorm v hv0 hv
  have hne : ∀ x ∈ Metric.sphere (0 : n → ℂ) 1 ∩ {x | U *ᵥ x = χ • x}, x ≠ 0 := by
    rintro x ⟨hx, -⟩ rfl
    simp at hx
  obtain ⟨w, hwC, hmin⟩ := hC.exists_isMinOn ⟨y, hy⟩ ((hcont H).continuousOn.div
    (hcont S).continuousOn (fun x hx => (hSpos x (hne x hx)).ne'))
  have hw0 := hne w hwC
  have hbound : ∀ x, x ≠ 0 → InSector U χ x → rayleigh H S w ≤ rayleigh H S x := by
    intro x hx hxs
    obtain ⟨y, hy, hyx⟩ := hnorm x hx hxs
    rw [← hyx]
    exact hmin hy
  have he : form H w = rayleigh H S w * form S w := (div_mul_cancel₀ _ (hSpos w hw0).ne').symm
  generalize rayleigh H S w = e at hbound he
  have hform : ∀ x, form (H - (e : ℂ) • S) x = form H x - e * form S x := by
    intro x
    simp only [form, Matrix.sub_mulVec, Matrix.smul_mulVec, dotProduct_sub, dotProduct_smul,
      smul_eq_mul, Complex.sub_re, Complex.re_ofReal_mul]
  have hA : (H - (e : ℂ) • S).IsHermitian := by
    rw [Matrix.IsHermitian, Matrix.conjTranspose_sub, Matrix.conjTranspose_smul, hH.eq,
      hS.isHermitian.eq, Complex.star_def, Complex.conj_ofReal]
  -- the minimizer solves the generalized eigenvalue equation
  have hker := stationary_in_sector hA (hUH.sub_right (hUS.smul_right (e : ℂ))) hwC.2
    (fun x hx => by
      by_cases h : x = 0
      · simp [h, form]
      · rw [hform]
        have := (le_div_iff₀ (hSpos x h)).mp (hbound x h hx)
        linarith) (by rw [hform, he, sub_self])
  rw [Matrix.sub_mulVec, Matrix.smul_mulVec, sub_eq_zero] at hker
  refine ⟨e, ⟨⟨w, hw0, hwC.2, hker⟩, ?_⟩, hbound⟩
  -- every level is the Rayleigh quotient of its eigenvector
  rintro e' ⟨x, hx, hxs, hxe⟩
  have hxr : rayleigh H S x = e' := by
    rw [rayleigh, div_eq_iff (hSpos x hx).ne']
    simp only [form, hxe, dotProduct_smul, smul_eq_mul, Complex.re_ofReal_mul]
  exact hxr ▸ hbound x hx hxs

/-- Let `H` be Hermitian, `S` positive definite, and let `U` commute with `H`, `S` and `K`. From a
nonzero `v` with `U v = χ v`, all iterates keep this symmetry, and the nonzero ones have Rayleigh
quotient at least the lowest level of the sector. -/
theorem iterates_above_lowest_sector_level {H S K U : Matrix n n ℂ} {χ : ℂ} {v : n → ℂ}
    (hH : H.IsHermitian) (hS : S.PosDef)
    (hUH : Commute U H) (hUS : Commute U S) (hUK : Commute U K)
    (hv0 : v ≠ 0) (hv : InSector U χ v) :
    ∃ e : ℝ, IsLeast {e | IsSectorLevel H S U χ e} e ∧
      ∀ (a t : ℕ → ℂ) (k : ℕ), InSector U χ (iterates H S K a t v k) ∧
        (iterates H S K a t v k ≠ 0 → e ≤ rayleigh H S (iterates H S K a t v k)) := by
  obtain ⟨e, he, hb⟩ := exists_lowest_sector_level hH hS hUH hUS hv0 hv
  refine ⟨e, he, fun a t k => ?_⟩
  have hk := iterates_inSector hUH hUS hUK hv a t k
  exact ⟨hk, fun h => hb _ h hk⟩

/-- A three-site chain with mirror symmetry `U`, site-dependent overlap `S` and preconditioner `K`,
and an even starting vector meet all the hypotheses. -/
theorem iterates_above_lowest_sector_level_witness :
    let H : Matrix (Fin 3) (Fin 3) ℂ := !![0, -1, 0; -1, 0, -1; 0, -1, 0]
    let S : Matrix (Fin 3) (Fin 3) ℂ := Matrix.diagonal ![2, 1, 2]
    let K : Matrix (Fin 3) (Fin 3) ℂ := Matrix.diagonal ![1, 3, 1]
    let U : Matrix (Fin 3) (Fin 3) ℂ := !![0, 0, 1; 0, 1, 0; 1, 0, 0]
    H.IsHermitian ∧ S.PosDef ∧ Commute U H ∧ Commute U S ∧ Commute U K ∧
      (![1, 1, 1] : Fin 3 → ℂ) ≠ 0 ∧ InSector U 1 ![1, 1, 1] := by
  intro H S K U
  refine ⟨?_, ?_, ?_, ?_, ?_, ?_, ?_⟩
  · ext i j
    fin_cases i <;> fin_cases j <;> simp [H]
  · apply Matrix.PosDef.diagonal
    intro i
    fin_cases i <;> simp
  · change U * H = H * U
    ext i j
    fin_cases i <;> fin_cases j <;> simp [U, H, Matrix.mul_apply, Fin.sum_univ_succ]
  · change U * S = S * U
    ext i j
    fin_cases i <;> fin_cases j <;> simp [U, S]
  · change U * K = K * U
    ext i j
    fin_cases i <;> fin_cases j <;> simp [U, K]
  · intro h
    simpa using congrFun h 0
  · ext i
    fin_cases i <;> simp [U, Matrix.mulVec, dotProduct, Fin.sum_univ_succ]

end

end SymmetrySectorEigensolver
```

```lean
#print axioms SymmetrySectorEigensolver.iterates_above_lowest_sector_level
```

```
'SymmetrySectorEigensolver.iterates_above_lowest_sector_level' depends on axioms: [propext, Classical.choice, Quot.sound]
```

## Reading the definitions and the main theorem

Vectors are functions `n → ℂ` on a finite index type `n`, which labels the basis functions. `form A x` is the real part of $\langle x,Ax\rangle$; for Hermitian $A$ the expectation value is real anyway. `rayleigh` is $\rho$, `InSector U χ x` is $Ux=\chi x$, and `IsSectorLevel` requires a nonzero eigenvector in the sector.

In `iterates_above_lowest_sector_level`, `IsLeast` says that $e$ is itself a sector level and that no sector level is smaller. The number $e$ comes before the quantifier over `a` and `t`, so one bound serves every choice of steps and shifts. These are arbitrary complex sequences, which includes values computed from the current iterate. $U$ need not be unitary, and $K$ need be neither Hermitian nor invertible.

The matrices $H$, $S$ and $K$ stay fixed during the iteration, so updating the potential in a self-consistency loop poses a new problem. Commutation is assumed exactly, without rounding. The theorem says nothing about convergence, or about $\rho$ decreasing from step to step.

`iterates_above_lowest_sector_level_witness` confirms that a mirror-symmetric three-site chain with a nontrivial overlap satisfies all the hypotheses.

## From the commutators to the bound

`mulVec_inSector` is the one-line commutator argument. `iterates_inSector` uses it twice in the induction step, after `sub_right` and `smul_right` have shown that $U$ commutes with $H-t_kS$.

`stationary_in_sector` contains the variation along $r=Aw$. Its step `hsym` moves $A$ to the other side of the inner product, `hexp` is the quadratic expansion in $s$, and `hnn` uses the fact that the varied vector remains in the sector. After $N$ and $Q$ have been made plain real numbers, `nlinarith` obtains $s^2\le0$. The auxiliary `hzero` then turns $\langle r,r\rangle=0$ into $r=0$.

`exists_lowest_sector_level` supplies the minimum. `hC` proves compactness of the unit sphere intersected with the sector. The norm here is the largest modulus of a component, which serves as well as the Euclidean one. `hnorm` rescales a vector without changing $\rho$, and `exists_isMinOn` yields the minimizer $w$. `hbound` extends the inequality to all nonzero sector vectors. `hker` applies the stationarity lemma to $H-eS$, and the last lines compare $e$ with any other level $e'$.

The main theorem combines the two parts: `iterates_inSector` places each iterate in the sector, and the lower bound for sector vectors does the rest.
